# Products of ladder operators with nonzero total energy shift average to zero in stationary states

Let $H$, $D$ and $X_0,\dots,X_{k-1}$ be complex square matrices of the same finite size, with $[H,X_i]=w_iX_i$ for every $i$ and $[D,H]=0$. If $\sum_i w_i\neq 0$, then

$$\operatorname{tr}(D\,X_0X_1\cdots X_{k-1})=0 .$$

Here $H$ is the Hamiltonian, $w_i$ is the energy that $X_i$ adds, and $D$ is a stationary density matrix or any other weight that commutes with $H$. The argument uses neither hermiticity of $H$ nor positivity or unit trace of $D$, and the shifts $w_i$ may be complex. The rows and columns are labelled by an arbitrary finite type `n`, so infinite-dimensional spaces, such as that of the full harmonic oscillator, are not covered.

In Lean 4 with Mathlib:

```lean
import Mathlib

open Matrix

namespace LadderSelectionRules

noncomputable section

variable {n : Type*} [Fintype n] [DecidableEq n]
```

The ladder condition is the commutator equation written out, $HX-XH=wX$. If $H\psi=E\psi$, then $H(X\psi)=(E+w)X\psi$, so $X\psi$ is either zero or an eigenvector with energy $E+w$. The zero matrix satisfies the condition for every $w$.

```lean
/-- `X` is a ladder operator of `H` with energy shift `w`: the commutator of `H` with `X`
is `w` times `X`. -/
def IsLadder (H : Matrix n n ℂ) (w : ℂ) (X : Matrix n n ℂ) : Prop :=
  H * X - X * H = w • X
```

## The shift of a string

Suppose that $[H,X]=aX$ and $[H,Y]=bY$. Adding and subtracting $XHY$ gives the Leibniz rule, and then

$$[H,XY]=[H,X]\,Y+X\,[H,Y]=aXY+bXY=(a+b)XY .$$

In the code, `noncomm_ring` checks the Leibniz rule without reordering factors, and the rewriting inserts the two ladder equations.

```lean
/-- The energy shifts of two ladder operators add when the operators are multiplied. -/
theorem IsLadder.mul {H X Y : Matrix n n ℂ} {a b : ℂ}
    (hX : IsLadder H a X) (hY : IsLadder H b Y) : IsLadder H (a + b) (X * Y) := by
  unfold IsLadder at *
  -- the commutator with `H` obeys the Leibniz rule
  calc H * (X * Y) - X * Y * H
      = (H * X - X * H) * Y + X * (H * Y - Y * H) := by noncomm_ring
    _ = (a + b) • (X * Y) := by
      rw [hX, hY, Matrix.smul_mul, Matrix.mul_smul, add_smul]
```

Induction on $k$ extends this to a string. The empty product is the identity, which commutes with $H$ and has shift $0$. For $k+1$ factors, split off the leftmost one:

$$X_0X_1\cdots X_k=X_0\,(X_1\cdots X_k).$$

The bracket has shift $w_1+\dots+w_k$ by the induction hypothesis, and the previous step adds $w_0$. The expression `(List.ofFn X).prod` is the product in exactly this order, which matters because the factors need not commute.

```lean
/-- An ordered product of `k` ladder operators is a ladder operator whose energy shift is
the sum of the individual shifts. -/
theorem isLadder_prod (H : Matrix n n ℂ) :
    ∀ {k : ℕ} (w : Fin k → ℂ) (X : Fin k → Matrix n n ℂ),
      (∀ i, IsLadder H (w i) (X i)) → IsLadder H (∑ i, w i) (List.ofFn X).prod
  | 0, _, _, _ => by simp [IsLadder]
  | k + 1, w, X, h => by
    -- split off the leftmost operator
    rw [List.ofFn_succ, List.prod_cons, Fin.sum_univ_succ]
    exact (h 0).mul
      (isLadder_prod H (fun i => w i.succ) (fun i => X i.succ) fun i => h i.succ)
```

## The trace forces the average to vanish

Let $A$ have shift $w$. Cyclicity of the trace and $DH=HD$ give

$$w\operatorname{tr}(DA)=\operatorname{tr}(D[H,A])=\operatorname{tr}(DHA)-\operatorname{tr}(DAH)=\operatorname{tr}(DHA)-\operatorname{tr}(HDA)=0 .$$

In the proof, `h1` is the vanishing of $\operatorname{tr}(D[H,A])$, and the ladder equation then turns the commutator into $wA$.

```lean
omit [DecidableEq n] in
/-- For a stationary `D`, the energy shift of a ladder operator `A` times the trace of `D * A` is
zero. -/
theorem shift_mul_trace_eq_zero {H D A : Matrix n n ℂ} {w : ℂ}
    (hD : Commute D H) (hA : IsLadder H w A) : w * trace (D * A) = 0 := by
  -- cyclicity of the trace moves `H` around to the other side of `D`
  have h1 : trace (D * (H * A - A * H)) = 0 := by
    rw [mul_sub, Matrix.trace_sub, ← mul_assoc, ← mul_assoc,
      Matrix.trace_mul_comm (D * A) H, ← mul_assoc, hD.eq, sub_self]
  have h2 : H * A - A * H = w • A := hA
  rw [h2, Matrix.mul_smul, Matrix.trace_smul, smul_eq_mul] at h1
  exact h1
```

Take $A=X_0\cdots X_{k-1}$ and $w=\sum_i w_i$. The product $w\operatorname{tr}(DA)$ is zero and its first factor is not, so the trace is zero. This is the selection rule.

```lean
/-- Selection rule: the trace of a stationary `D` times a product of ladder operators vanishes when
the total energy shift is nonzero. -/
theorem ladder_selection_rule {k : ℕ} {H D : Matrix n n ℂ}
    {w : Fin k → ℂ} {X : Fin k → Matrix n n ℂ}
    (hX : ∀ i, IsLadder H (w i) (X i)) (hD : Commute D H) (hw : ∑ i, w i ≠ 0) :
    trace (D * (List.ofFn X).prod) = 0 :=
  (mul_eq_zero.mp (shift_mul_trace_eq_zero hD (isLadder_prod H w X hX))).resolve_left hw
```

For thermal equilibrium take $D=e^{-\beta H}$ with real $\beta$. Each power of $H$ commutes with $H$, and so does the exponential. The theorem concerns the unnormalised trace; the thermal average is this trace divided by the partition function $\operatorname{tr}e^{-\beta H}$, when that is nonzero.

```lean
/-- The trace of the Boltzmann operator `exp(-βH)` times a product of ladder operators
vanishes when the total energy shift is nonzero. -/
theorem thermal_selection_rule {k : ℕ} {H : Matrix n n ℂ} (β : ℝ)
    {w : Fin k → ℂ} {X : Fin k → Matrix n n ℂ}
    (hX : ∀ i, IsLadder H (w i) (X i)) (hw : ∑ i, w i ≠ 0) :
    trace (NormedSpace.exp ((-β) • H) * (List.ofFn X).prod) = 0 := by
  have hc : Commute H ((-β) • H) := (Commute.refl H).smul_right (-β)
  exact ladder_selection_rule hX hc.exp_right.symm hw
```

In a calculation on non-interacting electrons in finitely many spin orbitals, $H=\sum_p\varepsilon_p a_p^\dagger a_p$, the operator $a_p^\dagger$ has shift $\varepsilon_p$ and $a_p$ has shift $-\varepsilon_p$. A program can therefore add up the shifts in a string, $+\varepsilon_p$ for each $a_p^\dagger$ and $-\varepsilon_p$ for each $a_p$, and skip its thermal average when the total is nonzero. In floating-point arithmetic the total must exceed the rounding error before the string is skipped, because the shifts of a balanced string such as $a_p^\dagger a_q^\dagger a_q a_p$ may not cancel exactly. With an interaction, single creation operators are in general no longer ladder operators of $H$. If a numerical $D$ commutes with $H$ only approximately, the same cyclic step gives $\operatorname{tr}(DA)=\operatorname{tr}([D,H]A)/w$, so when $w$ is small, a small commutator does not guarantee a small average.

## The rule characterises stationary weights

Now work in an energy basis, with $H=\operatorname{diag}(E)$. Then $D$ commutes with $H$ if and only if $\operatorname{tr}(DA)=0$ for every $A$ of nonzero shift. The forward direction is the trace argument above.

For the converse, compare entries: $DH=HD$ means $D_{ij}E_j=E_iD_{ij}$ for all $i,j$. This holds automatically when $E_j=E_i$. Otherwise use the matrix unit $A=|j\rangle\langle i|$, for which

$$[H,A]=(E_j-E_i)A,\qquad \operatorname{tr}(DA)=\langle i|D|j\rangle=D_{ij}.$$

Its shift is nonzero, so the assumption gives $D_{ij}=0$. Coherences between different energies must vanish, while those within a degenerate level may remain. In the code, `Matrix.single j i 1` is $|j\rangle\langle i|$, `hL` computes its shift and `ht` its trace against $D$.

```lean
/-- In a basis of energy states, `D` commutes with the Hamiltonian if and only if every ladder
operator `A` with nonzero energy shift satisfies `trace (D * A) = 0`. -/
theorem stationary_iff_selection_rule (E : n → ℂ) (D : Matrix n n ℂ) :
    Commute D (diagonal E) ↔
      ∀ (w : ℂ) (A : Matrix n n ℂ), w ≠ 0 → IsLadder (diagonal E) w A →
        trace (D * A) = 0 := by
  constructor
  · intro hD w A hw hA
    exact (mul_eq_zero.mp (shift_mul_trace_eq_zero hD hA)).resolve_left hw
  · intro h
    change D * diagonal E = diagonal E * D
    ext i j
    rw [Matrix.mul_diagonal, Matrix.diagonal_mul]
    by_cases hE : E j = E i
    · rw [hE, mul_comm]
    · -- the matrix unit from `i` to `j` has shift `E j - E i` and picks out `D i j`
      have hL : IsLadder (diagonal E) (E j - E i) (Matrix.single j i (1 : ℂ)) := by
        unfold IsLadder
        ext a b
        simp only [Matrix.sub_apply, Matrix.diagonal_mul, Matrix.mul_diagonal,
          Matrix.smul_apply, Matrix.single_apply, smul_eq_mul]
        split_ifs with hab
        · obtain ⟨rfl, rfl⟩ := hab
          ring
        · ring
      have ht : trace (D * Matrix.single j i (1 : ℂ)) = D i j := by
        simp [Matrix.trace, Matrix.mul_apply, Matrix.single_apply, ite_and]
      have h0 : D i j = 0 := ht ▸ h _ _ (sub_ne_zero.mpr hE) hL
      rw [h0, zero_mul, mul_zero]
```

## Two levels

Let index $0$ be the upper level and index $1$ the lower. A diagonal operator has upper entry $p$ and lower entry $q$; the Hamiltonian with level spacing $\omega$ has entries $\omega$ and $0$.

```lean
/-- The diagonal operator of a two-level system with upper entry `p` and lower entry `q`. -/
def twoLevel (p q : ℂ) : Matrix (Fin 2) (Fin 2) ℂ := !![p, 0; 0, q]
```

The raising operator is $R=|0\rangle\langle 1|$.

```lean
/-- The operator taking the lower level to the upper level. -/
def raising : Matrix (Fin 2) (Fin 2) ℂ := !![0, 1; 0, 0]
```

The lowering operator is $L=|1\rangle\langle 0|$.

```lean
/-- The operator taking the upper level to the lower level. -/
def lowering : Matrix (Fin 2) (Fin 2) ℂ := !![0, 0; 1, 0]
```

Their shifts are $\omega$ and $-\omega$. The string $RLR$ has total shift $\omega-\omega+\omega=\omega$, and

$$RLR=|0\rangle\langle 1|1\rangle\langle 0|0\rangle\langle 1|=R .$$

For $\omega\neq0$ all hypotheses of the selection rule are met by a string that is itself nonzero, so its zero average is not due to a vanishing product. The proof checks the ladder equations, the commutation with $D$ and the product by matrix entries.

```lean
/-- In a two-level system with level spacing `ω ≠ 0`, the string raise, lower, raise and any
diagonal `D` meet the hypotheses of the selection rule, and the string multiplies to the
raising operator. -/
theorem ladder_selection_rule_witness (ω p q : ℂ) (hω : ω ≠ 0) :
    (∀ i : Fin 3, IsLadder (twoLevel ω 0) (![ω, -ω, ω] i)
      (![raising, lowering, raising] i)) ∧
    Commute (twoLevel p q) (twoLevel ω 0) ∧
    ∑ i : Fin 3, ![ω, -ω, ω] i ≠ 0 ∧
    (List.ofFn ![raising, lowering, raising]).prod = raising := by
  have hr : IsLadder (twoLevel ω 0) ω raising := by
    unfold IsLadder
    ext i j
    fin_cases i <;> fin_cases j <;>
      simp [twoLevel, raising]
  have hl : IsLadder (twoLevel ω 0) (-ω) lowering := by
    unfold IsLadder
    ext i j
    fin_cases i <;> fin_cases j <;>
      simp [twoLevel, lowering]
  refine ⟨?_, ?_, ?_, ?_⟩
  · intro i
    fin_cases i
    · exact hr
    · exact hl
    · exact hr
  · change twoLevel p q * twoLevel ω 0 = twoLevel ω 0 * twoLevel p q
    ext i j
    fin_cases i <;> fin_cases j <;>
      simp [twoLevel, Matrix.mul_apply, Fin.sum_univ_succ, mul_comm]
  · simpa [Fin.sum_univ_succ] using hω
  · simp [List.ofFn_succ, raising, lowering]
    -- the remaining zero row is compared entry by entry
    ext i
    fin_cases i <;> simp
```

For numbers, take $\omega=2$ and $D=\operatorname{diag}(\tfrac14,\tfrac34)$. Then

$$D\,RLR=DR=\begin{pmatrix}0&\tfrac14\\0&0\end{pmatrix},$$

whose trace is $0$. If both off-diagonal entries of $D$ are changed to $\tfrac15$, then $D$ no longer commutes with $H$, and $\operatorname{tr}(DR)=D_{10}=\tfrac15$.

The balanced string $RL=|0\rangle\langle 0|$ has shift $0$ and measures the upper entry: $\operatorname{tr}(D\,RL)=p$, which is $\tfrac14$ for the diagonal $D$ above. The condition on the total shift is therefore needed.

```lean
/-- In a two-level system, the trace of a diagonal `D` times raising times lowering is the upper
entry `p` of `D`. -/
theorem balanced_string_average (p q : ℂ) :
    trace (twoLevel p q * (raising * lowering)) = p := by
  simp [Matrix.trace_fin_two, twoLevel, raising, lowering]

end

end LadderSelectionRules
```

```lean
#print axioms LadderSelectionRules.ladder_selection_rule
#print axioms LadderSelectionRules.thermal_selection_rule
#print axioms LadderSelectionRules.stationary_iff_selection_rule
#print axioms LadderSelectionRules.balanced_string_average
```

```
'LadderSelectionRules.ladder_selection_rule' depends on axioms: [propext, Classical.choice, Quot.sound]
'LadderSelectionRules.thermal_selection_rule' depends on axioms: [propext, Classical.choice, Quot.sound]
'LadderSelectionRules.stationary_iff_selection_rule' depends on axioms: [propext, Classical.choice, Quot.sound]
'LadderSelectionRules.balanced_string_average' depends on axioms: [propext, Classical.choice, Quot.sound]
```
